# A symmetric error of size ε in stable, translation-invariant force constants keeps the lowest eigenvalue within [−ε, ε]

A phonon calculation at zero wavevector should give acoustic modes of zero frequency, since a rigid translation costs no energy. In a PAW calculation the real-space grid can break translational invariance slightly, and unless the sum rule is imposed afterwards the computed acoustic frequencies can come out small but nonzero, sometimes imaginary. A bound on this effect shows when an imaginary frequency is too large to be a numerical residue alone; one within the bound may still be either a residue or a real instability.

Write the computed force-constant matrix as \(K+D\), with \(K\) the ideal matrix and \(D\) the error. If \(K\) and \(D\) are real symmetric, \(K\) is positive semidefinite, \(K\mathbf 1=0\) for the all-ones vector \(\mathbf 1\), and \(|x\cdot Dx|\le\varepsilon\,x\cdot x\) for every displacement \(x\), then the lowest eigenvalue \(\mu\) of \(K+D\) satisfies \(-\varepsilon\le\mu\le\varepsilon\). For harmonic motion with equal masses \(M\), a real frequency of the lowest mode is therefore at most \(\sqrt{\varepsilon/M}\). Each condition does a separate job.

## At least one coordinate

The finite type `n` labels the displacement coordinates; let \(N\ge1\) be their number. An eigenvalue is a real number with a nonzero real eigenvector, and `IsLowestEigenvalue` says that \(\mu\) is the least element of the set of eigenvalues.

In Lean 4 with Mathlib:

```lean
import Mathlib

open Matrix

namespace AcousticSumRule

variable {n : Type*} [Fintype n]

/-- The number `μ` is an eigenvalue of the force-constant matrix `A`: some nonzero
displacement pattern `v` satisfies `A v = μ v`. -/
def IsEigenvalue (A : Matrix n n ℝ) (μ : ℝ) : Prop :=
  ∃ v : n → ℝ, v ≠ 0 ∧ A *ᵥ v = μ • v

/-- The number `μ` is the lowest eigenvalue of the force-constant matrix `A`. -/
def IsLowestEigenvalue (A : Matrix n n ℝ) (μ : ℝ) : Prop :=
  IsLeast {ν | IsEigenvalue A ν} μ
```

With no coordinates there is no nonzero displacement, hence no eigenvalue. With at least one, \(\mathbf 1\neq0\) and can serve as a trial displacement. Both ends of the bound come from dividing an inequality by a squared length, which the next lemma shows to be positive.

```lean
/-- A nonzero displacement pattern has positive squared length. -/
theorem normSq_pos {v : n → ℝ} (hv : v ≠ 0) : 0 < v ⬝ᵥ v :=
  lt_of_le_of_ne (Finset.sum_nonneg fun i _ => mul_self_nonneg (v i))
    (fun h => hv (dotProduct_self_eq_zero.mp h.symm))
```

## Symmetric force constants

Exact force constants are second derivatives of an energy, so their matrix is symmetric; a matrix computed from finite differences of forces may have to be symmetrised first. For real matrices `IsHermitian` means exactly this. By hand, symmetry gives an orthonormal basis of eigenvectors \(u_i\) of \(A=K+D\), with eigenvalues \(\lambda_i\). There are finitely many eigenvalues, since each is a root of the characteristic polynomial, so a lowest one \(\mu\) exists. Expanding \(x=\sum_i c_iu_i\) gives the Rayleigh bound

\[
x\cdot Ax=\sum_i\lambda_i c_i^2\ \ge\ \mu\sum_i c_i^2=\mu\,x\cdot x .
\]

The first lemma below matches Mathlib's spectral decomposition to the definition of an eigenvalue used here. The second takes the minimum of the finite, nonempty set of eigenvalues.

```lean
variable [DecidableEq n]

/-- Each number in the spectral decomposition of a symmetric force-constant matrix
belongs to a nonzero displacement pattern. -/
theorem isEigenvalue_eigenvalues {A : Matrix n n ℝ} (hA : A.IsHermitian) (i : n) :
    IsEigenvalue A (hA.eigenvalues i) := by
  refine ⟨(hA.eigenvectorBasis i).ofLp, ?_, hA.mulVec_eigenvectorBasis i⟩
  intro h
  apply hA.eigenvectorBasis.orthonormal.ne_zero i
  ext j
  exact congrFun h j

/-- A symmetric force-constant matrix on at least one coordinate has a lowest eigenvalue. -/
theorem exists_lowestEigenvalue [Nonempty n] {A : Matrix n n ℝ} (hA : A.IsHermitian) :
    ∃ μ, IsLowestEigenvalue A μ := by
  -- eigenvalues are roots of the characteristic polynomial, hence finite in number
  have hfin : {ν | IsEigenvalue A ν}.Finite := by
    refine (Polynomial.finite_setOfPred_isRoot A.charpoly_monic.ne_zero).subset ?_
    rintro ν ⟨v, hv, e⟩
    show A.charpoly.eval ν = 0
    rw [Matrix.eval_charpoly]
    refine Matrix.exists_mulVec_eq_zero_iff.mp ⟨v, hv, ?_⟩
    ext i
    simp [Matrix.sub_mulVec, e, Matrix.scalar_apply]
  obtain ⟨i⟩ := ‹Nonempty n›
  obtain ⟨μ, h1, h2⟩ :=
    Set.exists_min_image _ id hfin ⟨_, isEigenvalue_eigenvalues hA i⟩
  exact ⟨μ, h1, fun ν hν => h2 ν hν⟩
```

The formal Rayleigh bound replaces the expansion by a shift. If \(\lambda\) is an eigenvalue of \(A-\mu I\), then \(\lambda+\mu\) is an eigenvalue of \(A\), so \(\lambda\ge0\). Hence \(A-\mu I\) is positive semidefinite, and \(x\cdot(A-\mu I)x\ge0\) is the claim.

```lean
/-- Rayleigh bound: for a symmetric force-constant matrix, the lowest eigenvalue times the
squared length of any displacement `x` is at most `x · A x`. -/
theorem lowest_le_rayleigh {A : Matrix n n ℝ} (hA : A.IsHermitian) {μ : ℝ}
    (hμ : IsLowestEigenvalue A μ) (x : n → ℝ) :
    μ * (x ⬝ᵥ x) ≤ x ⬝ᵥ A *ᵥ x := by
  have hB : (A - μ • (1 : Matrix n n ℝ)).IsHermitian :=
    hA.sub (by simp [Matrix.IsHermitian])
  -- the shifted matrix has no negative eigenvalue
  have hpos : (A - μ • (1 : Matrix n n ℝ)).PosSemidef := by
    refine hB.posSemidef_iff_eigenvalues_nonneg.mpr (fun i => ?_)
    obtain ⟨v, hv, e⟩ := isEigenvalue_eigenvalues hB i
    rw [Matrix.sub_mulVec, Matrix.smul_mulVec, Matrix.one_mulVec] at e
    have h1 : IsEigenvalue A (hB.eigenvalues i + μ) :=
      ⟨v, hv, by rw [add_smul, ← e]; exact (sub_add_cancel _ _).symm⟩
    have h2 : μ ≤ hB.eigenvalues i + μ := hμ.2 h1
    show (0 : ℝ) ≤ hB.eigenvalues i
    linarith
  have h := hpos.dotProduct_mulVec_nonneg x
  rw [star_trivial, Matrix.sub_mulVec, Matrix.smul_mulVec, Matrix.one_mulVec,
    dotProduct_sub, dotProduct_smul, smul_eq_mul] at h
  linarith
```

If \(D\) is not symmetric, the upper bound can fail. Take

\[
K=\begin{pmatrix}1&-1\\-1&1\end{pmatrix},\qquad
D=\begin{pmatrix}0&-1\\1&0\end{pmatrix}.
\]

Then \(x\cdot Dx=0\) for all \(x\), so \(\varepsilon=0\) is allowed, yet the only eigenvalue of \(K+D\) is 1.

## A rigid translation costs no force

The acoustic sum rule is `K *ᵥ 1 = 0`, where `1` is the vector \(\mathbf 1\): moving every coordinate by the same amount produces no force. For atoms in three dimensions with Cartesian coordinates, this is the translation along \((1,1,1)\), and the argument needs no other. The upper bound is for the lowest eigenvalue alone, not for the other two acoustic modes.

Put \(x=\mathbf 1\) into the Rayleigh bound. Since \(\mathbf 1\cdot\mathbf 1=N\) and \(K\mathbf 1=0\),

\[
\mu N\le \mathbf 1\cdot K\mathbf 1+\mathbf 1\cdot D\mathbf 1=\sum_{i,j}D_{ij},
\qquad\text{so}\qquad \mu\le\frac1N\sum_{i,j}D_{ij}.
\]

In the proof, `e1` and `e2` evaluate the two products, and `hK1` removes the term with \(K\).

```lean
/-- If the symmetric matrix `K` obeys the acoustic sum rule `K 1 = 0` and `D` is a symmetric
error, the lowest eigenvalue of `K + D` is at most the sum of all entries of `D` divided by
the number of coordinates. -/
theorem lowest_le_sumRule_defect [Nonempty n] {K D : Matrix n n ℝ}
    (hK : K.IsHermitian) (hK1 : K *ᵥ 1 = 0) (hD : D.IsHermitian) {μ : ℝ}
    (hμ : IsLowestEigenvalue (K + D) μ) :
    μ ≤ (∑ i, ∑ j, D i j) / (Fintype.card n : ℝ) := by
  -- the rigid translation is the trial displacement
  have h := lowest_le_rayleigh (hK.add hD) hμ 1
  have e1 : (1 : n → ℝ) ⬝ᵥ 1 = (Fintype.card n : ℝ) := by simp [dotProduct]
  have e2 : (1 : n → ℝ) ⬝ᵥ D *ᵥ 1 = ∑ i, ∑ j, D i j := by
    simp [dotProduct, Matrix.mulVec]
  rw [Matrix.add_mulVec, hK1, zero_add, e1, e2] at h
  have hc : (0 : ℝ) < (Fintype.card n : ℝ) := by exact_mod_cast Fintype.card_pos
  exact (le_div_iff₀ hc).mpr h
```

It is easy to misread this inequality as an equality and take the defect per coordinate for the eigenvalue itself. The translation is only a trial vector and need not be an eigenvector of \(K+D\). With the \(K\) above and \(D=\mathrm{diag}(d,-d)\), \(d\ne0\), the total defect is zero, but the lowest eigenvalue is \(1-\sqrt{1+d^2}<0\): the frequency is imaginary although the entries of \(D\) sum to zero.

Without any zero mode of \(K\) the upper end can fail: \(K=I\), \(D=0\), \(\varepsilon=0\) gives \(\mu=1\).

## A stable ideal structure and an error of size ε

Positive semidefiniteness says that the harmonic energy \(\tfrac12x\cdot Kx\) is never negative, so the ideal structure has no unstable mode at zero wavevector; other wavevectors are not tested. The number \(\varepsilon\), in units of a force constant, limits the error energy of every displacement; for symmetric \(D\) this means that all eigenvalues of \(D\) lie in \([-\varepsilon,\varepsilon]\). It is assumed here, and not derived from a grid spacing or a basis set.

For the lower end, let \(v\neq0\) be an eigenvector of \(K+D\) for \(\mu\). Then

\[
\mu\,v\cdot v=v\cdot Kv+v\cdot Dv\ \ge\ 0-\varepsilon\,v\cdot v ,
\]

and division by \(v\cdot v>0\) gives \(\mu\ge-\varepsilon\). For the upper end, the translation gives \(\mu N\le\mathbf 1\cdot D\mathbf 1\le\varepsilon N\).

The two bullets of the proof are these two arguments. In the first, `h1` is \(v\cdot Kv\ge0\), `h2` the eigenvalue equation multiplied by \(v\), and `h3` the lower half of the error bound. The conclusion `μ ∈ Set.Icc (-ε) ε` is membership of the closed interval.

```lean
/-- Let `K` be positive semidefinite with `K 1 = 0`, and let `D` be a symmetric error with
`|x · D x| ≤ ε x · x` for every displacement. Then the lowest eigenvalue of `K + D` lies
between `-ε` and `ε`. -/
theorem lowest_mem_Icc [Nonempty n] {K D : Matrix n n ℝ} {ε μ : ℝ}
    (hK : K.PosSemidef) (hK1 : K *ᵥ 1 = 0) (hD : D.IsHermitian)
    (hε : ∀ x : n → ℝ, |x ⬝ᵥ D *ᵥ x| ≤ ε * (x ⬝ᵥ x))
    (hμ : IsLowestEigenvalue (K + D) μ) : μ ∈ Set.Icc (-ε) ε := by
  constructor
  · -- lower end: test with the eigenvector itself
    obtain ⟨v, hv, e⟩ := hμ.1
    have h1 := hK.dotProduct_mulVec_nonneg v
    rw [star_trivial] at h1
    have h2 : v ⬝ᵥ K *ᵥ v + v ⬝ᵥ D *ᵥ v = μ * (v ⬝ᵥ v) := by
      rw [← dotProduct_add, ← Matrix.add_mulVec, e, dotProduct_smul, smul_eq_mul]
    have h3 := (abs_le.mp (hε v)).1
    exact le_of_mul_le_mul_right (by linarith) (normSq_pos hv)
  · -- upper end: test with the rigid translation
    have h := lowest_le_rayleigh (hK.isHermitian.add hD) hμ 1
    rw [Matrix.add_mulVec, hK1, zero_add] at h
    have h3 := (abs_le.mp (hε 1)).2
    exact le_of_mul_le_mul_right (h.trans h3) (normSq_pos one_ne_zero)
```

If \(K\) is merely symmetric with \(K\mathbf 1=0\), the lower end can fail: reversing the sign of the \(K\) above, with \(D=0\) and \(\varepsilon=0\), gives \(\mu=-2\). Conversely, when the other conditions hold, a lowest eigenvalue below \(-\varepsilon\) shows that the ideal structure is itself unstable.

The interval is as small as it can be. For the uniform error \(D=cI\), one has \(|x\cdot Dx|=|c|\,x\cdot x\) and \((K+cI)\mathbf 1=c\mathbf 1\), so \(c\) is an eigenvalue. Any eigenvalue \(\nu\) with eigenvector \(v\) satisfies

\[
\nu\,v\cdot v=v\cdot Kv+c\,v\cdot v\ge c\,v\cdot v ,
\]

so \(\nu\ge c\), and \(c\) is the lowest. For \(\varepsilon\ge0\), the choices \(c=\varepsilon\) and \(c=-\varepsilon\) attain both ends. They also show that the error must be limited in some way, since \(c\) is arbitrary.

```lean
/-- For `K` positive semidefinite on at least one coordinate, with `K 1 = 0`, the uniform error
`D = c I` satisfies `|x · D x| = |c| x · x`, and the lowest eigenvalue of `K + D` is exactly `c`. -/
theorem uniform_error_lowest [Nonempty n] {K : Matrix n n ℝ}
    (hK : K.PosSemidef) (hK1 : K *ᵥ 1 = 0) (c : ℝ) :
    (∀ x : n → ℝ, |x ⬝ᵥ (c • (1 : Matrix n n ℝ)) *ᵥ x| = |c| * (x ⬝ᵥ x)) ∧
      IsLowestEigenvalue (K + c • (1 : Matrix n n ℝ)) c := by
  refine ⟨fun x => ?_, ⟨1, one_ne_zero, ?_⟩, ?_⟩
  · have h0 : 0 ≤ x ⬝ᵥ x := Finset.sum_nonneg fun i _ => mul_self_nonneg (x i)
    rw [Matrix.smul_mulVec, Matrix.one_mulVec, dotProduct_smul, smul_eq_mul, abs_mul,
      abs_of_nonneg h0]
  · rw [Matrix.add_mulVec, hK1, zero_add, Matrix.smul_mulVec, Matrix.one_mulVec]
  · rintro ν ⟨v, hv, e⟩
    have h1 := hK.dotProduct_mulVec_nonneg v
    rw [star_trivial] at h1
    have h2 : v ⬝ᵥ K *ᵥ v + c * (v ⬝ᵥ v) = ν * (v ⬝ᵥ v) := by
      have h3 := congrArg (fun w => v ⬝ᵥ w) e
      simpa only [Matrix.add_mulVec, Matrix.smul_mulVec, Matrix.one_mulVec,
        dotProduct_add, dotProduct_smul, smul_eq_mul] using h3
    exact le_of_mul_le_mul_right (by linarith) (normSq_pos hv)
```

Here `(1 : Matrix n n ℝ)` is the identity matrix, whereas the eigenvector `1` supplied in the proof is the uniform translation.

## Equal positive masses and a real frequency

With the same mass \(M\) on every coordinate, the equation of motion is \(M\ddot u=-(K+D)u\). The oscillation \(u(t)=v\cos\omega t\) solves it when \((K+D)v=M\omega^2v\). The frequency thus enters the theorem through the hypothesis that \(M\omega^2\) is the lowest eigenvalue; the equation of motion itself is not formalised. The upper end of the interval gives

\[
M\omega^2\le\varepsilon,\qquad \omega^2\le\frac{\varepsilon}{M},\qquad |\omega|\le\sqrt{\frac{\varepsilon}{M}} .
\]

The proof takes these steps in reverse: `Real.abs_le_sqrt` reduces the goal to the bound on \(\omega^2\), and \(M>0\) allows multiplication by \(M\).

```lean
/-- Let all masses equal `M > 0`, with `K` and `D` as in `lowest_mem_Icc`. If the lowest
eigenvalue of `K + D` is `M ω²` with `ω` real, then `|ω| ≤ √(ε / M)`. -/
theorem acoustic_frequency_le [Nonempty n] {K D : Matrix n n ℝ} {ε M ω : ℝ}
    (hK : K.PosSemidef) (hK1 : K *ᵥ 1 = 0) (hD : D.IsHermitian)
    (hε : ∀ x : n → ℝ, |x ⬝ᵥ D *ᵥ x| ≤ ε * (x ⬝ᵥ x)) (hM : 0 < M)
    (hω : IsLowestEigenvalue (K + D) (M * ω ^ 2)) : |ω| ≤ √(ε / M) := by
  have h := (lowest_mem_Icc hK hK1 hD hε hω).2
  apply Real.abs_le_sqrt
  rw [le_div_iff₀ hM]
  linarith
```

At \(M=0\) the condition \(M\omega^2=0\) would leave \(\omega\) undetermined. Unequal masses lead to a mass-weighted matrix, which this theorem does not treat. Real \(\omega\) restricts the statement to \(\mu\ge0\); a negative \(\mu\) is an imaginary frequency, and for it the eigenvalue bound applies directly.

The error \(D=\varepsilon I\) reaches the limit, because \(M\left(\sqrt{\varepsilon/M}\right)^2=\varepsilon\) is then the lowest eigenvalue. This needs \(\varepsilon\ge0\), as a negative \(\varepsilon\) would give a negative lowest eigenvalue and no real frequency.

```lean
/-- For `K` positive semidefinite on at least one coordinate, with `K 1 = 0`, equal masses `M > 0`
and `ε ≥ 0`, the error `D = ε I` gives a lowest eigenvalue `M ω²` with `ω = √(ε / M)`. -/
theorem acoustic_frequency_attained [Nonempty n] {K : Matrix n n ℝ} {ε M : ℝ}
    (hK : K.PosSemidef) (hK1 : K *ᵥ 1 = 0) (hε : 0 ≤ ε) (hM : 0 < M) :
    IsLowestEigenvalue (K + ε • (1 : Matrix n n ℝ)) (M * √(ε / M) ^ 2) := by
  have h : M * √(ε / M) ^ 2 = ε := by
    rw [Real.sq_sqrt (by positivity)]
    field_simp
  rw [h]
  exact (uniform_error_lowest hK hK1 ε).2
```

## Two atoms and a spring

The conditions on \(K\) are met by two atoms on a line joined by a spring of stiffness \(k\ge0\). With displacements \(x_0\) and \(x_1\),

\[
K=\begin{pmatrix}k&-k\\-k&k\end{pmatrix},\qquad
x\cdot Kx=k(x_0-x_1)^2\ge0,\qquad K\mathbf 1=0 .
\]

The proof checks symmetry entry by entry, obtains the square with `ring`, and computes both components of \(K\mathbf 1\). The matrix used in the examples above is the case \(k=1\).

```lean
/-- Two atoms on a line joined by a spring of stiffness `k ≥ 0` have a positive semidefinite
force-constant matrix that obeys the acoustic sum rule. -/
theorem spring_witness {k : ℝ} (hk : 0 ≤ k) :
    (!![k, -k; -k, k] : Matrix (Fin 2) (Fin 2) ℝ).PosSemidef ∧
      (!![k, -k; -k, k] : Matrix (Fin 2) (Fin 2) ℝ) *ᵥ 1 = 0 := by
  constructor
  · refine Matrix.PosSemidef.of_dotProduct_mulVec_nonneg ?_ (fun x => ?_)
    · ext i j
      fin_cases i <;> fin_cases j <;> simp
    · -- the elastic energy is a square
      have h : star x ⬝ᵥ (!![k, -k; -k, k] : Matrix (Fin 2) (Fin 2) ℝ) *ᵥ x
          = k * (x 0 - x 1) ^ 2 := by
        simp only [star_trivial, dotProduct, Matrix.mulVec, Fin.sum_univ_two,
          Matrix.of_apply, Matrix.cons_val_zero, Matrix.cons_val_one]
        ring
      rw [h]
      positivity
  · ext i
    fin_cases i <;> simp [Matrix.mulVec, dotProduct, Fin.sum_univ_two]

end AcousticSumRule
```

```lean
#print axioms AcousticSumRule.exists_lowestEigenvalue
#print axioms AcousticSumRule.lowest_le_sumRule_defect
#print axioms AcousticSumRule.acoustic_frequency_le
#print axioms AcousticSumRule.acoustic_frequency_attained
```

```
'AcousticSumRule.exists_lowestEigenvalue' depends on axioms: [propext, Classical.choice, Quot.sound]
'AcousticSumRule.lowest_le_sumRule_defect' depends on axioms: [propext, Classical.choice, Quot.sound]
'AcousticSumRule.acoustic_frequency_le' depends on axioms: [propext, Classical.choice, Quot.sound]
'AcousticSumRule.acoustic_frequency_attained' depends on axioms: [propext, Classical.choice, Quot.sound]
```
